# Boys localisation of benzene's π orbitals in a three-orbital model: a continuous family of maxima

## Orbitals, centroids and the Boys sum

Benzene has three occupied π orbitals: $\varphi_0$, called nodeless here because its only node is the molecular plane, and a degenerate pair, $\varphi_1,\varphi_2$. All are taken real and orthonormal. A real orthogonal $3\times3$ matrix $U$ mixes them into new orbitals

$$\chi_i = u_i\varphi_0 + v_i\varphi_1 + w_i\varphi_2,\qquad i=0,1,2,$$

where $(u_i,v_i,w_i)$ is row $i$ of $U$. Many texts store the new orbitals as columns instead. The mixing leaves the closed-shell Hartree–Fock determinant unchanged, so a further criterion is needed to single out localised orbitals.

The Boys criterion minimises the total spread $\sum_i\left(\langle r^2\rangle_i-|\langle\mathbf r\rangle_i|^2\right)$. The sum of the $\langle r^2\rangle_i$ is a trace and does not depend on $U$. With the origin at the ring centre, the task is therefore to maximise the Boys sum

$$B(U)=\sum_i\left(\langle x\rangle_i^2+\langle y\rangle_i^2\right).$$

The $z$ components vanish because every π orbital is odd under reflection in the molecular plane.

How large can $B$ become, and does its maximum determine the orbitals?

## Position integrals on the hexagonal ring

The nodeless orbital is odd under inversion and the pair is even, while $x$ and $y$ are odd. The position operators therefore have nonzero elements only between $\varphi_0$ and the pair. Under the sixfold rotations of the ring $\varphi_0$ is unchanged and the pair, suitably chosen, transforms like $(x,y)$. This makes the $x$ and $y$ integrals equal, and with suitable axes and signs

$$X=\begin{pmatrix}0&d&0\\d&0&0\\0&0&0\end{pmatrix},\qquad
Y=\begin{pmatrix}0&0&d\\0&0&0\\d&0&0\end{pmatrix}.$$

The length $d$ is the transition-dipole integral $\langle\varphi_0|x|\varphi_1\rangle=\langle\varphi_0|y|\varphi_2\rangle$, without the electron's charge. Its value depends on the orbitals used.

In Lean these matrices are the definitions `positionX` and `positionY`. Identifying them with the integrals of actual benzene orbitals is the step that rests on the symmetry argument above and not on a theorem. The model also mixes π orbitals only among themselves, with no σ orbitals.

## The bound and its equality case

The theorem `boys_le_and_eq_iff` takes any real `d` and any real $3\times3$ matrix `U` with `U * Uᵀ = 1`. It states that

$$B(U)\le \tfrac{8}{3}d^2,$$

and that, if $d\neq0$, equality holds exactly when $u_i^2=\tfrac13$ for every $i$. Each localised orbital then carries one third of the nodeless orbital.

The entries `U i 0`, `U i 1` and `U i 2` are $u_i$, $v_i$ and $w_i$. The centroids `centroidX` and `centroidY` are defined as diagonal elements of $UXU^T$ and $UYU^T$, and `boysSum` is $B$. The determinant of $U$ may be $+1$ or $-1$.

The theorem `continuous_family_maximal` gives a continuous family of matrices, with an angle $\theta$ as parameter, that are orthogonal, have determinant one and attain the bound. By `first_centroid_on_circle`, the centroid of orbital 0 in this family is

$$\frac{2\sqrt2\,d}{3}(\cos\theta,\sin\theta),$$

so for $d\neq0$ the orbitals really change with $\theta$. The theorems do not show that every maximiser can be obtained from this family by reordering the orbitals and changing their signs.

For localisation in practice this means that, within this π-only model, two runs can reach the same maximal Boys sum with visibly different orbitals. The centroid of orbital 0 may point towards an atom, a bond midpoint or anywhere between.

## Deriving the deficit

The diagonal element of $UXU^T$ has two nonzero terms, and so has that of $UYU^T$:

$$\langle x\rangle_i=d\,u_iv_i+d\,v_iu_i=2d\,u_iv_i,\qquad \langle y\rangle_i=2d\,u_iw_i.$$

Since row $i$ is normalised, $v_i^2+w_i^2=1-u_i^2$, and

$$\langle x\rangle_i^2+\langle y\rangle_i^2=4d^2u_i^2(1-u_i^2).$$

The first column of an orthogonal matrix is normalised too, so $\sum_iu_i^2=1$. Hence

$$B=4d^2\Bigl(1-\sum_iu_i^4\Bigr),\qquad
\sum_i\left(u_i^2-\tfrac13\right)^2=\sum_iu_i^4-\tfrac23+\tfrac13=\sum_iu_i^4-\tfrac13.$$

Eliminating $\sum_iu_i^4$ gives

$$\tfrac83d^2-B=4d^2\sum_i\left(u_i^2-\tfrac13\right)^2.$$

The right side is nonnegative, which is the bound. For $d\neq0$ it vanishes only if every square does, which is the equality case.

## Turning the degenerate pair

Multiply $U$ from the right by

$$R(\theta)=\begin{pmatrix}1&0&0\\0&\cos\theta&\sin\theta\\0&-\sin\theta&\cos\theta\end{pmatrix}.$$

The signs are those for row vectors, the transpose of the usual column form. Then $u_i$ is unchanged, while

$$v_i'=v_i\cos\theta-w_i\sin\theta,\qquad w_i'=v_i\sin\theta+w_i\cos\theta.$$

Multiplication by $2d\,u_i$ shows that each centroid turns by $\theta$ about the ring centre. Its length is unchanged, and so is $B$.

A starting point with $u_i=1/\sqrt3$ is

$$T=\begin{pmatrix}1/\sqrt3&\sqrt{2/3}&0\\1/\sqrt3&-1/\sqrt6&1/\sqrt2\\1/\sqrt3&-1/\sqrt6&-1/\sqrt2\end{pmatrix}.$$

Its rows are orthonormal and its determinant is $\tfrac13+\tfrac23=1$. The products $TR(\theta)$ are again orthogonal with determinant one, depend continuously on $\theta$, and have $B=\tfrac83d^2$. At $\theta=0$ the centroid of orbital 0 is $2d\cdot\tfrac{1}{\sqrt3}\bigl(\sqrt{2/3},0\bigr)=\bigl(2\sqrt2\,d/3,\,0\bigr)$, and $R(\theta)$ turns it by $\theta$.

## Normalised rows alone are not enough

Let all three rows be $(1/\sqrt2,\,1/\sqrt2,\,0)$. Each is normalised, but they are the same orbital three times. Every centroid is $(d,0)$, so $B=3d^2$, which exceeds $\tfrac83d^2$ when $d\neq0$. Unit rows alone therefore do not give the bound. The derivation also needs the nodeless orbital to be shared out with total weight one; here that weight is $\tfrac32$.

The condition $d\neq0$ matters only for the equality case. If $d=0$, the identity matrix has $B=0=\tfrac83d^2$, although its values of $u_i^2$ are $1,0,0$.

## The complete Lean source

```lean
import Mathlib

open Matrix

namespace BenzeneBoysLocalization

noncomputable section

/-- The position operator `x` in the basis of the nodeless π orbital (index 0) and the
degenerate pair (indices 1 and 2); `d` is its matrix element between orbitals 0 and 1. -/
def positionX (d : ℝ) : Matrix (Fin 3) (Fin 3) ℝ := !![0, d, 0; d, 0, 0; 0, 0, 0]

/-- The position operator `y` in the same basis; `d` is its matrix element between
orbitals 0 and 2. -/
def positionY (d : ℝ) : Matrix (Fin 3) (Fin 3) ℝ := !![0, 0, d; 0, 0, 0; d, 0, 0]

/-- The diagonal element of `x` for the orbital whose coefficients are row `i` of `U`; it is the
expectation value of `x` if that row is normalised. -/
def centroidX (d : ℝ) (U : Matrix (Fin 3) (Fin 3) ℝ) (i : Fin 3) : ℝ :=
  (U * positionX d * Uᵀ) i i

/-- The diagonal element of `y` for the orbital whose coefficients are row `i` of `U`; it is the
expectation value of `y` if that row is normalised. -/
def centroidY (d : ℝ) (U : Matrix (Fin 3) (Fin 3) ℝ) (i : Fin 3) : ℝ :=
  (U * positionY d * Uᵀ) i i

/-- The Boys sum: the squared distances of the three orbital centroids from the ring centre,
added up. -/
def boysSum (d : ℝ) (U : Matrix (Fin 3) (Fin 3) ℝ) : ℝ :=
  ∑ i, (centroidX d U i ^ 2 + centroidY d U i ^ 2)

/-- The rotation by the angle `θ` within the degenerate pair. -/
def pairRotation (θ : ℝ) : Matrix (Fin 3) (Fin 3) ℝ :=
  !![1, 0, 0; 0, Real.cos θ, Real.sin θ; 0, -Real.sin θ, Real.cos θ]

/-- A reference set of three orbitals, each with coefficient `1/√3` on the nodeless orbital. -/
def threefold : Matrix (Fin 3) (Fin 3) ℝ :=
  !![√3 / 3, √2 * √3 / 3, 0;
     √3 / 3, -(√2 * √3 / 6), √2 / 2;
     √3 / 3, -(√2 * √3 / 6), -(√2 / 2)]

/-- The `x` coordinate of the centroid of orbital `i` is `2 d u_i v_i`. -/
theorem centroidX_eq (d : ℝ) (U : Matrix (Fin 3) (Fin 3) ℝ) (i : Fin 3) :
    centroidX d U i = 2 * d * U i 0 * U i 1 := by
  simp [centroidX, positionX, Matrix.mul_apply, Fin.sum_univ_three]
  ring

/-- The `y` coordinate of the centroid of orbital `i` is `2 d u_i w_i`. -/
theorem centroidY_eq (d : ℝ) (U : Matrix (Fin 3) (Fin 3) ℝ) (i : Fin 3) :
    centroidY d U i = 2 * d * U i 0 * U i 2 := by
  simp [centroidY, positionY, Matrix.mul_apply, Fin.sum_univ_three]
  ring

/-- For an orthogonal matrix, the Boys sum falls short of `8d²/3` by exactly
`4d² ∑ (u_i² - 1/3)²`. -/
theorem boys_deficit (d : ℝ) (U : Matrix (Fin 3) (Fin 3) ℝ) (hU : U * Uᵀ = 1) :
    8 * d ^ 2 / 3 - boysSum d U = 4 * d ^ 2 * ∑ i, (U i 0 ^ 2 - 1 / 3) ^ 2 := by
  -- each localized orbital is normalised
  have hr : ∀ i, U i 0 ^ 2 + U i 1 ^ 2 + U i 2 ^ 2 = 1 := by
    intro i
    have h := congrFun (congrFun hU i) i
    simp only [Matrix.mul_apply, Matrix.transpose_apply, Fin.sum_univ_three,
      Matrix.one_apply_eq] at h
    linear_combination h
  -- the nodeless orbital is shared out completely
  have hc : U 0 0 ^ 2 + U 1 0 ^ 2 + U 2 0 ^ 2 = 1 := by
    have hU' : Uᵀ * U = 1 := mul_eq_one_comm.mp hU
    have h := congrFun (congrFun hU' 0) 0
    simp only [Matrix.mul_apply, Matrix.transpose_apply, Fin.sum_univ_three,
      Matrix.one_apply_eq] at h
    linear_combination h
  simp only [boysSum, centroidX_eq, centroidY_eq, Fin.sum_univ_three]
  linear_combination (-(4 / 3) * d ^ 2) * hc - 4 * d ^ 2 * U 0 0 ^ 2 * hr 0
    - 4 * d ^ 2 * U 1 0 ^ 2 * hr 1 - 4 * d ^ 2 * U 2 0 ^ 2 * hr 2

/-- For an orthogonal matrix the Boys sum is at most `8d²/3`. If `d ≠ 0`, equality holds
exactly when every orbital has weight `u_i² = 1/3` on the nodeless orbital. -/
theorem boys_le_and_eq_iff (d : ℝ) (U : Matrix (Fin 3) (Fin 3) ℝ) (hU : U * Uᵀ = 1) :
    boysSum d U ≤ 8 * d ^ 2 / 3 ∧
      (d ≠ 0 → (boysSum d U = 8 * d ^ 2 / 3 ↔ ∀ i, U i 0 ^ 2 = 1 / 3)) := by
  have hdef := boys_deficit d U hU
  refine ⟨?_, fun hd => ⟨fun he i => ?_, fun hu => ?_⟩⟩
  · have hpos : 0 ≤ 4 * d ^ 2 * ∑ i, (U i 0 ^ 2 - 1 / 3) ^ 2 :=
      mul_nonneg (by positivity) (Finset.sum_nonneg fun i _ => sq_nonneg _)
    linarith
  · -- a vanishing sum of squares forces each square to vanish
    have hz : 4 * d ^ 2 * ∑ i, (U i 0 ^ 2 - 1 / 3) ^ 2 = 0 := by linarith
    have hs := (mul_eq_zero.mp hz).resolve_left (by positivity)
    have hi := (Finset.sum_eq_zero_iff_of_nonneg (fun i _ => sq_nonneg _)).mp hs i
      (Finset.mem_univ i)
    have h0 := pow_eq_zero_iff two_ne_zero |>.mp hi
    linarith
  · have hs : ∑ i, (U i 0 ^ 2 - 1 / 3) ^ 2 = 0 :=
      Finset.sum_eq_zero fun i _ => by rw [hu i]; norm_num
    rw [hs] at hdef
    linarith

/-- Rotating the degenerate pair by `θ` turns every orbital centroid by `θ` about the
ring centre. -/
theorem centroid_rotate (d θ : ℝ) (U : Matrix (Fin 3) (Fin 3) ℝ) (i : Fin 3) :
    centroidX d (U * pairRotation θ) i
        = Real.cos θ * centroidX d U i - Real.sin θ * centroidY d U i ∧
      centroidY d (U * pairRotation θ) i
        = Real.sin θ * centroidX d U i + Real.cos θ * centroidY d U i := by
  have h0 : (U * pairRotation θ) i 0 = U i 0 := by
    simp [pairRotation, Matrix.mul_apply, Fin.sum_univ_three]
  have h1 : (U * pairRotation θ) i 1 = U i 1 * Real.cos θ - U i 2 * Real.sin θ := by
    simp [pairRotation, Matrix.mul_apply, Fin.sum_univ_three]
    ring
  have h2 : (U * pairRotation θ) i 2 = U i 1 * Real.sin θ + U i 2 * Real.cos θ := by
    simp [pairRotation, Matrix.mul_apply, Fin.sum_univ_three]
  simp only [centroidX_eq, centroidY_eq, h0, h1, h2]
  constructor <;> ring

/-- The Boys sum does not change when the degenerate pair is rotated. -/
theorem boys_rotate (d θ : ℝ) (U : Matrix (Fin 3) (Fin 3) ℝ) :
    boysSum d (U * pairRotation θ) = boysSum d U := by
  refine Finset.sum_congr rfl fun i _ => ?_
  rw [(centroid_rotate d θ U i).1, (centroid_rotate d θ U i).2]
  linear_combination (centroidX d U i ^ 2 + centroidY d U i ^ 2) * Real.cos_sq_add_sin_sq θ

/-- The reference matrix is orthogonal, has determinant one, and attains the Boys sum
`8d²/3`. -/
theorem threefold_maximal (d : ℝ) :
    threefold * threefoldᵀ = 1 ∧ threefold.det = 1 ∧
      boysSum d threefold = 8 * d ^ 2 / 3 := by
  have h3 : √3 ^ 2 = (3 : ℝ) := Real.sq_sqrt (by norm_num)
  have h2 : √2 ^ 2 = (2 : ℝ) := Real.sq_sqrt (by norm_num)
  have h6 : √2 ^ 2 * √3 ^ 2 = (6 : ℝ) := by rw [h2, h3]; norm_num
  have ho : threefold * threefoldᵀ = 1 := by
    ext i j
    fin_cases i <;> fin_cases j <;>
      simp [threefold, Matrix.mul_apply, Fin.sum_univ_three] <;> nlinarith [h2, h3, h6]
  refine ⟨ho, ?_, ?_⟩
  · rw [Matrix.det_fin_three]
    simp [threefold]
    nlinarith [h2, h3, h6]
  · have hu : ∀ i, threefold i 0 ^ 2 = 1 / 3 := by
      intro i
      have hi : threefold i 0 = √3 / 3 := by fin_cases i <;> simp [threefold]
      rw [hi]
      linear_combination h3 / 9
    have hdef := boys_deficit d threefold ho
    simp only [hu, sub_self] at hdef
    norm_num at hdef
    linarith

/-- Rotating the degenerate pair in the reference set gives a continuous family of rotation
matrices, all with Boys sum `8d²/3`. -/
theorem continuous_family_maximal (d : ℝ) :
    Continuous (fun θ => threefold * pairRotation θ) ∧
      ∀ θ, (threefold * pairRotation θ) * (threefold * pairRotation θ)ᵀ = 1 ∧
        (threefold * pairRotation θ).det = 1 ∧
        boysSum d (threefold * pairRotation θ) = 8 * d ^ 2 / 3 := by
  obtain ⟨ho, hdet, hb⟩ := threefold_maximal d
  refine ⟨?_, fun θ => ⟨?_, ?_, ?_⟩⟩
  · have hc : Continuous pairRotation := by
      refine continuous_matrix fun i j => ?_
      fin_cases i <;> fin_cases j <;> simp [pairRotation] <;> fun_prop
    exact continuous_const.matrix_mul hc
  · have hR : pairRotation θ * (pairRotation θ)ᵀ = 1 := by
      ext i j
      fin_cases i <;> fin_cases j <;>
        simp [pairRotation, Matrix.mul_apply, Fin.sum_univ_three] <;>
        nlinarith [Real.sin_sq_add_cos_sq θ]
    rw [Matrix.transpose_mul, Matrix.mul_assoc, ← Matrix.mul_assoc (pairRotation θ), hR,
      Matrix.one_mul, ho]
  · rw [Matrix.det_mul, hdet, one_mul, Matrix.det_fin_three]
    simp [pairRotation]
    nlinarith [Real.sin_sq_add_cos_sq θ]
  · rw [boys_rotate, hb]

/-- Along the family the centroid of the first orbital is `(2√2 d/3) (cos θ, sin θ)`. -/
theorem first_centroid_on_circle (d θ : ℝ) :
    centroidX d (threefold * pairRotation θ) 0 = 2 * √2 / 3 * d * Real.cos θ ∧
      centroidY d (threefold * pairRotation θ) 0 = 2 * √2 / 3 * d * Real.sin θ := by
  have h3 : √3 ^ 2 = (3 : ℝ) := Real.sq_sqrt (by norm_num)
  have e0 : threefold 0 0 = √3 / 3 := by simp [threefold]
  have e1 : threefold 0 1 = √2 * √3 / 3 := by simp [threefold]
  have e2 : threefold 0 2 = 0 := by simp [threefold]
  have hx : centroidX d threefold 0 = 2 * √2 / 3 * d := by
    rw [centroidX_eq, e0, e1]
    linear_combination (2 * d * √2 / 9) * h3
  have hy : centroidY d threefold 0 = 0 := by
    rw [centroidY_eq, e2, mul_zero]
  rw [(centroid_rotate d θ threefold 0).1, (centroid_rotate d θ threefold 0).2, hx, hy]
  constructor <;> ring

end

end BenzeneBoysLocalization
```

```lean
#print axioms BenzeneBoysLocalization.boys_le_and_eq_iff
-- 'BenzeneBoysLocalization.boys_le_and_eq_iff' depends on axioms: [propext, Classical.choice, Quot.sound]
#print axioms BenzeneBoysLocalization.continuous_family_maximal
-- 'BenzeneBoysLocalization.continuous_family_maximal' depends on axioms: [propext, Classical.choice, Quot.sound]
#print axioms BenzeneBoysLocalization.first_centroid_on_circle
-- 'BenzeneBoysLocalization.first_centroid_on_circle' depends on axioms: [propext, Classical.choice, Quot.sound]
```

## From centroids to the equality case in Lean

The lemmas `centroidX_eq` and `centroidY_eq` expand the matrix products and leave the two equal terms for `ring` to add.

In `boys_deficit`, the diagonal entries of `U * Uᵀ = 1` give the row norms `hr`. The column norm `hc` needs `Uᵀ * U = 1`, which `mul_eq_one_comm` supplies: for square matrices, a one-sided inverse is two-sided.

The bound in `boys_le_and_eq_iff` follows because the deficit is a nonnegative factor times a sum of squares. For the equality case, `mul_eq_zero` removes the factor $4d^2$, and `Finset.sum_eq_zero_iff_of_nonneg` makes each square zero. The converse inserts $u_i^2=\tfrac13$ into the deficit.

## The certificate given to `linear_combination`

The deficit identity is not true for arbitrary numbers $u_i,v_i,w_i$; it holds modulo the norm conditions. The tactic `linear_combination` is told which multiples of these conditions to use. It subtracts them from the goal and leaves a polynomial identity, which `ring` verifies.

Here the difference between the two sides of the goal equals

$$-\tfrac43d^2\Bigl(\sum_iu_i^2-1\Bigr)-4d^2\sum_iu_i^2\left(u_i^2+v_i^2+w_i^2-1\right).$$

The second term replaces $v_i^2+w_i^2$ by $1-u_i^2$, as in the derivation above. The first collects what remains and uses the column norm. The tactic does not search for these coefficients; they are written in the proof.

## Building the family of maximisers

The lemma `centroid_rotate` computes the three entries of a row after the pair rotation and substitutes them into the centroid formulas. Then `boys_rotate` applies $\cos^2\theta+\sin^2\theta=1$ to each orbital.

For the matrix $T$, called `threefold`, `threefold_maximal` checks orthogonality entry by entry and expands the determinant, using the squares of $\sqrt2$ and $\sqrt3$. Its Boys sum comes from `boys_deficit`, since every term of the deficit vanishes.

In `continuous_family_maximal`, continuity is proved for the entries of $R(\theta)$ and carried through multiplication by the constant matrix $T$. Orthogonality and determinant follow from the product rules, and the Boys sum from `boys_rotate`. Finally, `first_centroid_on_circle` evaluates the centroid of orbital 0 for $T$ and turns it with `centroid_rotate`.
